# Geometric decay of the Fermi function's Chebyshev coefficients at nonzero temperature, with the chemical potential at mid-interval

Take the first-order Chebyshev coefficient of the Fermi function. Let the chemical potential lie at the centre of the band, and measure the energy \(x\) from it in units of the half bandwidth \(h\), so that \(-1\le x\le 1\). Set \(a=\pi kT/h>0\). The occupation is \(f(x)=1/(1+e^{\pi x/a})\), and the coefficient is

\[
c_1=\frac1\pi\int_0^{2\pi} f(\cos u)\cos u\,du
=\frac1\pi\,\mathrm{Re}\int_0^{2\pi} f(\cos u)\,e^{iu}\,du .
\]

Now replace \(u\) by \(u+is\) with \(s\ge 0\). The phase becomes \(e^{-s}e^{iu}\), so the integrand gains a factor \(e^{-s}\). The integral itself keeps its value as long as the path crosses no pole of \(f(\cos z)\). The poles of \(f\) nearest the real axis are at \(x=\pm ia\), and \(\cos(u+is)\) has an imaginary part of at most \(\sinh s\) in modulus, so \(\sinh s<a\) is enough. At order \(n\) the same shift gains \(e^{-ns}\).

## The bound for every order

For \(n=0,1,2,\dots\) let

\[
c_n=\frac1\pi\int_0^{2\pi} f(\cos u)\cos(nu)\,du,\qquad
m_s=\cos\frac{\pi\sinh s}{2a}.
\]

If \(s\ge0\) and \(\sinh s<a\), then \(m_s>0\) and

\[
|c_n|\le \frac{2}{m_s}\,e^{-ns}\quad\text{for all } n .
\]

With \(r=e^s\), this says that for every \(r\) with \(1<r<\exp(\operatorname{arsinh}a)\) there is a constant \(C\), independent of \(n\), with \(|c_n|\le C r^{-n}\).

## Choosing the expansion order

Let \(H\) be the one-particle Hamiltonian of non-interacting or mean-field electrons, measured from the chemical potential and scaled so that its spectrum lies in \([-1,1]\). A Fermi-operator expansion writes the one-particle density matrix \(f(H)\) as \(c_0/2+\sum_{n\ge1}c_nT_n(H)\), where \(T_n(\cos\theta)=\cos n\theta\). The code has to stop at some order. For \(s>0\) with \(\sinh s<a\), the terms from order \(N\) up to any later order add up, in modulus, to at most

\[
\frac{2}{m_s}\,\frac{e^{-Ns}}{1-e^{-s}}
\]

at every energy in the interval. The choice \(\sinh s=a/2\) gives \(m_s=1/\sqrt2\), so this sum is below a tolerance \(\varepsilon\) once

\[
N\ge \frac1s\ln\frac{2\sqrt2}{\varepsilon(1-e^{-s})}.
\]

For small \(a\) one has \(s\approx a/2\), and this sufficient order grows as \(h/kT\) times a logarithm. At \(T=0\) the Fermi function is a step, whose odd coefficients have size \(2/(\pi n)\), and geometric decay is lost.

## Moving the integral off the real axis

**The denominator.** Write \(w=p+iq\), \(\rho=e^p\) and \(c=\cos(q/2)\). Since \(\cos q=2c^2-1\),

\[
|1+e^w|^2=1+2\rho\cos q+\rho^2=(1-\rho)^2+4\rho c^2 .
\]

Subtracting \(c^2\) leaves \((1-\rho)^2(1-c^2)+c^2(\rho^2+2\rho)\ge0\). Hence \(|1+e^w|\ge|\cos(q/2)|\).

**The strip.** Put \(w=\pi\cos(u+it)/a\) with \(|t|\le s\). From \(\cos(u+it)=\cos u\cosh t-i\sin u\sinh t\),

\[
\left|\frac{\mathrm{Im}\,w}{2}\right|=\frac{\pi}{2a}|\sin u\,\sinh t|\le\frac{\pi\sinh s}{2a}<\frac\pi2 .
\]

The cosine decreases on \([0,\pi]\), so the Fermi denominator has modulus at least \(m_s>0\).

**Cauchy's theorem.** The function \(F_n(z)=f(\cos z)e^{inz}\) is therefore holomorphic on the rectangle \(0\le\mathrm{Re}\,z\le2\pi\), \(0\le\mathrm{Im}\,z\le s\), and

\[
\int_0^{2\pi}\!F_n(u)\,du-\int_0^{2\pi}\!F_n(u+is)\,du
+i\int_0^s\!F_n(2\pi+iy)\,dy-i\int_0^s\!F_n(iy)\,dy=0 .
\]

\(F_n\) has period \(2\pi\), so the last two integrals cancel and the first two are equal. In the variable \(e^{iz}\) the strip is an annulus, and \(\cos z\) is the Joukowski map.

**The estimate.** On the shifted line \(|F_n|\le e^{-ns}/m_s\), and the path has length \(2\pi\). Since \(c_n=\frac1\pi\mathrm{Re}\int_0^{2\pi}F_n(u)\,du\), the bound follows. The cosine is written as the real part of an exponential before the shift because, for \(n\ge1\) and \(s>0\), \(\cos(n(u+is))\) also contains \(e^{+ns}\); shifting it directly and bounding the integrand by its modulus gives a bound that grows with \(n\). Splitting the cosine into two exponentials and shifting them in opposite directions would also work.

**Constant and block of terms.** For the form in \(r\), set \(s=\log r\) and \(C=2/m_s\). For a block of terms, use \(|\cos n\theta|\le1\) and \(\sum_{n=N}^{M-1}e^{-ns}\le e^{-Ns}/(1-e^{-s})\).

**The edge of the strip.** At \(z=\pi/2+i\operatorname{arsinh}a\) one finds \(\cos z=-ia\), and the denominator is \(1+e^{-i\pi}=0\). The same happens at \(z=3\pi/2+i\operatorname{arsinh}a\), where \(\cos z=ia\). The contour cannot be moved past this line without accounting for both poles.

## The Lean file

```lean
import Mathlib

open scoped Real

namespace FermiChebyshevDecay

noncomputable section

/-- Fermi occupation at energy `x`, measured from the chemical potential in units of the half
bandwidth `h`; the parameter `a = π kT / h` is nonzero. -/
def fermi (a x : ℝ) : ℝ := 1 / (1 + Real.exp (π * x / a))

/-- The Fermi function at complex energy `z`, for `a ≠ 0` and away from the points where
`exp (π z / a) = -1`. -/
def fermiC (a : ℝ) (z : ℂ) : ℂ := 1 / (1 + Complex.exp (π * z / a))

/-- The `n`-th Chebyshev coefficient of the Fermi function, for `a ≠ 0`. -/
def fermiCoeff (a : ℝ) (n : ℕ) : ℝ :=
  (1 / π) * ∫ u in (0 : ℝ)..(2 * π), fermi a (Real.cos u) * Real.cos (n * u)

/-- The integrand `f(cos z) exp(i n z)` at complex angle `z`, for `a ≠ 0` and away from the
poles of the Fermi function. -/
def kernel (a : ℝ) (n : ℕ) (z : ℂ) : ℂ :=
  fermiC a (Complex.cos z) * Complex.exp (n * z * Complex.I)

/-- The number `cos (π sinh s / (2a))`, for `a ≠ 0`. -/
def margin (a s : ℝ) : ℝ := Real.cos (π * Real.sinh s / (2 * a))

/-- The Fermi denominator `1 + exp w` has modulus at least `|cos (Im w / 2)|`. -/
theorem abs_cos_le_norm_one_add_exp (w : ℂ) :
    |Real.cos (w.im / 2)| ≤ ‖1 + Complex.exp w‖ := by
  apply abs_le_of_sq_le_sq _ (norm_nonneg _)
  rw [Complex.sq_norm, Complex.normSq_apply]
  simp only [Complex.add_re, Complex.add_im, Complex.one_re, Complex.one_im,
    Complex.exp_re, Complex.exp_im]
  have hc : Real.cos w.im = 2 * Real.cos (w.im / 2) ^ 2 - 1 := by
    rw [← Real.cos_two_mul]
    congr 1
    ring
  have hs := Real.sin_sq_add_cos_sq w.im
  have h1 := Real.cos_sq_le_one (w.im / 2)
  have hρ := Real.exp_pos w.re
  set ρ := Real.exp w.re
  set c := Real.cos (w.im / 2)
  have key : (1 + ρ * Real.cos w.im) * (1 + ρ * Real.cos w.im)
      + (0 + ρ * Real.sin w.im) * (0 + ρ * Real.sin w.im)
      = (1 - ρ) ^ 2 + 4 * ρ * c ^ 2 := by
    linear_combination ρ ^ 2 * hs + 2 * ρ * hc
  have hpos : 0 ≤ (1 - ρ) ^ 2 * (1 - c ^ 2) + c ^ 2 * (ρ ^ 2 + 2 * ρ) :=
    add_nonneg (mul_nonneg (sq_nonneg _) (by linarith)) (by positivity)
  rw [key]
  linarith [hpos, show (1 - ρ) ^ 2 + 4 * ρ * c ^ 2 - c ^ 2
    = (1 - ρ) ^ 2 * (1 - c ^ 2) + c ^ 2 * (ρ ^ 2 + 2 * ρ) by ring]

/-- The margin is positive when `s ≥ 0` and `sinh s < a`. -/
theorem margin_pos {a s : ℝ} (hs : 0 ≤ s) (h : Real.sinh s < a) : 0 < margin a s := by
  have h0 : 0 ≤ Real.sinh s := Real.sinh_nonneg_iff.2 hs
  have ha : 0 < a := lt_of_le_of_lt h0 h
  have h1 : 0 ≤ π * Real.sinh s / (2 * a) := by positivity
  have h2 : π * Real.sinh s / (2 * a) < π / 2 := by
    rw [div_lt_div_iff₀ (by positivity) (by norm_num)]
    nlinarith [mul_lt_mul_of_pos_left h Real.pi_pos]
  exact Real.cos_pos_of_mem_Ioo ⟨by linarith [Real.pi_pos], h2⟩

/-- If `sinh s < a`, the Fermi denominator at energy `cos (u + i t)` has modulus at least
`margin a s` whenever `|t| ≤ s`. -/
theorem margin_le_norm_denominator {a s t : ℝ} (u : ℝ) (h : Real.sinh s < a) (ht : |t| ≤ s) :
    margin a s ≤
      ‖1 + Complex.exp (π * Complex.cos (u + t * Complex.I) / a)‖ := by
  have h0 : 0 ≤ Real.sinh s := Real.sinh_nonneg_iff.2 ((abs_nonneg t).trans ht)
  have ha : 0 < a := lt_of_le_of_lt h0 h
  have him : ((π : ℂ) * Complex.cos (u + t * Complex.I) / a).im / 2
      = -(π / (2 * a) * (Real.sin u * Real.sinh t)) := by
    have e : (π : ℂ) * Complex.cos (u + t * Complex.I) / a
        = ((π * (Real.cos u * Real.cosh t) / a : ℝ) : ℂ)
          + ((-(π * (Real.sin u * Real.sinh t) / a) : ℝ) : ℂ) * Complex.I := by
      rw [Complex.cos_add_mul_I]
      push_cast
      ring
    rw [e]
    simp only [Complex.add_im, Complex.mul_im, Complex.ofReal_im, Complex.ofReal_re,
      Complex.I_im, Complex.I_re]
    ring
  have hq : |Real.sin u * Real.sinh t| ≤ Real.sinh s := by
    rw [abs_mul, Real.abs_sinh]
    have h1 := Real.sinh_le_sinh.2 ht
    have h2 : 0 ≤ Real.sinh |t| := Real.sinh_nonneg_iff.2 (abs_nonneg t)
    exact (mul_le_of_le_one_left h2 (Real.abs_sin_le_one u)).trans h1
  refine le_trans ?_ ((le_abs_self _).trans (abs_cos_le_norm_one_add_exp _))
  have hk : 0 < π / (2 * a) := by positivity
  rw [him, Real.cos_neg, ← Real.cos_abs (π / (2 * a) * _), abs_mul, abs_of_pos hk]
  -- the cosine decreases on [0, π]
  apply Real.cos_le_cos_of_nonneg_of_le_pi (by positivity)
  · rw [div_le_iff₀ (by positivity)]
    nlinarith [mul_lt_mul_of_pos_left h Real.pi_pos, mul_pos Real.pi_pos ha]
  · calc π / (2 * a) * |Real.sin u * Real.sinh t| ≤ π / (2 * a) * Real.sinh s :=
          mul_le_mul_of_nonneg_left hq hk.le
      _ = π * Real.sinh s / (2 * a) := by ring

/-- For `s ≥ 0` and `sinh s < a`, the integral of `f(cos z) exp(i n z)` over one period is
unchanged when the path is moved from the real axis to imaginary part `s`. -/
theorem contour_shift {a s : ℝ} (n : ℕ) (hs : 0 ≤ s) (h : Real.sinh s < a) :
    ∫ u in (0 : ℝ)..(2 * π), kernel a n u
      = ∫ u in (0 : ℝ)..(2 * π), kernel a n (u + s * Complex.I) := by
  have ha : (a : ℂ) ≠ 0 := by
    exact_mod_cast (lt_of_le_of_lt (Real.sinh_nonneg_iff.2 hs) h).ne'
  have hper : ∀ z : ℂ, kernel a n (z + 2 * π) = kernel a n z := by
    intro z
    have e : (n : ℂ) * (z + 2 * π) * Complex.I
        = n * z * Complex.I + n * (2 * π * Complex.I) := by ring
    rw [kernel, kernel, Complex.cos_add_two_pi, e, Complex.exp_add, Complex.exp_nat_mul,
      Complex.exp_two_pi_mul_I, one_pow, mul_one]
  have H : DifferentiableOn ℂ (kernel a n)
      (Set.uIcc (0 : ℝ) (2 * π) ×ℂ Set.uIcc (0 : ℝ) s) := by
    intro p hp
    have him : p.im ∈ Set.uIcc (0 : ℝ) s := hp.2
    rw [Set.uIcc_of_le hs] at him
    have hb := margin_le_norm_denominator p.re h (by rw [abs_of_nonneg him.1]; exact him.2)
    rw [Complex.re_add_im] at hb
    have hd : 1 + Complex.exp (π * Complex.cos p / a) ≠ 0 :=
      norm_pos_iff.1 (lt_of_lt_of_le (margin_pos hs h) hb)
    have hdiff : DifferentiableAt ℂ (fun z : ℂ =>
        1 / (1 + Complex.exp (π * Complex.cos z / a)) * Complex.exp (n * z * Complex.I)) p := by
      fun_prop (disch := assumption)
    exact hdiff.differentiableWithinAt
  -- Cauchy's theorem on the rectangle of width 2π and height s
  have hC : (∫ x in (0 : ℝ)..(2 * π), kernel a n (x + ((0 : ℝ) : ℂ) * Complex.I))
      - (∫ x in (0 : ℝ)..(2 * π), kernel a n (x + s * Complex.I))
      + Complex.I • (∫ y in (0 : ℝ)..s, kernel a n (((2 * π : ℝ) : ℂ) + y * Complex.I))
      - Complex.I • (∫ y in (0 : ℝ)..s, kernel a n (((0 : ℝ) : ℂ) + y * Complex.I)) = 0 :=
    Complex.integral_boundary_rect_eq_zero_of_differentiableOn (kernel a n)
      ⟨0, 0⟩ ⟨2 * π, s⟩ H
  -- the vertical sides cancel by periodicity
  have hv : ∀ y : ℝ, kernel a n (((2 * π : ℝ) : ℂ) + y * Complex.I)
      = kernel a n (((0 : ℝ) : ℂ) + y * Complex.I) := by
    intro y
    rw [← hper (((0 : ℝ) : ℂ) + y * Complex.I)]
    congr 1
    push_cast
    ring
  simp only [hv] at hC
  simp only [Complex.ofReal_zero, zero_mul, add_zero] at hC
  linear_combination hC

/-- The Chebyshev coefficient is `1/π` times the real part of the integral of
`f(cos u) exp(i n u)` over one period. -/
theorem fermiCoeff_eq_re (a : ℝ) (n : ℕ) :
    fermiCoeff a n = (1 / π) * (∫ u in (0 : ℝ)..(2 * π), kernel a n u).re := by
  have hk : ∀ u : ℝ, kernel a n u
      = (fermi a (Real.cos u) : ℂ) * Complex.exp (((n * u : ℝ) : ℂ) * Complex.I) := by
    intro u
    simp only [kernel, fermiC, fermi]
    push_cast
    rfl
  have hf : Continuous fun u : ℝ => fermi a (Real.cos u) := by
    unfold fermi
    refine continuous_const.div (by fun_prop) fun u => ?_
    positivity
  have hcont : Continuous fun u : ℝ => kernel a n u := by
    simp only [hk]
    exact (Complex.continuous_ofReal.comp hf).mul (by fun_prop)
  have hre := Complex.reCLM.intervalIntegral_comp_comm
    (hcont.intervalIntegrable (μ := MeasureTheory.volume) 0 (2 * π))
  simp only [Complex.reCLM_apply] at hre
  rw [fermiCoeff, ← hre]
  congr 1
  apply intervalIntegral.integral_congr
  intro u _
  simp only [hk, Complex.re_ofReal_mul, Complex.exp_ofReal_mul_I_re]

/-- For `s ≥ 0` and `sinh s < a`, the Chebyshev coefficients of the Fermi function obey
`|c_n| ≤ 2 exp(-n s) / cos (π sinh s / (2a))` for every `n`. -/
theorem abs_fermiCoeff_le {a s : ℝ} (n : ℕ) (hs : 0 ≤ s) (h : Real.sinh s < a) :
    |fermiCoeff a n| ≤ 2 / margin a s * Real.exp (-s) ^ n := by
  have hm := margin_pos hs h
  have hb : ∀ u ∈ Set.uIoc (0 : ℝ) (2 * π), ‖kernel a n (u + s * Complex.I)‖
      ≤ 1 / margin a s * Real.exp (-s) ^ n := by
    intro u _
    have hd := margin_le_norm_denominator u h (abs_of_nonneg hs).le
    have hre : ((n : ℂ) * (u + s * Complex.I) * Complex.I).re = n * (-s) := by
      simp
    rw [kernel, fermiC, norm_mul, norm_div, norm_one, Complex.norm_exp, hre, Real.exp_nat_mul]
    exact mul_le_mul_of_nonneg_right (one_div_le_one_div_of_le hm hd) (by positivity)
  have hI := intervalIntegral.norm_integral_le_of_norm_le_const hb
  rw [sub_zero, abs_of_pos Real.two_pi_pos] at hI
  have hπ : 0 < 1 / π := by positivity
  rw [fermiCoeff_eq_re, contour_shift n hs h, abs_mul, abs_of_pos hπ]
  calc _ ≤ 1 / π * (1 / margin a s * Real.exp (-s) ^ n * (2 * π)) :=
        mul_le_mul_of_nonneg_left ((Complex.abs_re_le_norm _).trans hI) hπ.le
    _ = 2 / margin a s * Real.exp (-s) ^ n := by
        field_simp

/-- For every `r` with `1 < r < exp (arsinh a)` there is a constant `C` such that
`|c_n| ≤ C / r ^ n` for all `n`. -/
theorem fermiCoeff_geometric_decay {a r : ℝ} (h1 : 1 < r)
    (h2 : r < Real.exp (Real.arsinh a)) :
    ∃ C : ℝ, ∀ n : ℕ, |fermiCoeff a n| ≤ C / r ^ n := by
  have hr : 0 < r := by linarith
  have h : Real.sinh (Real.log r) < a := by
    have := Real.sinh_lt_sinh.2 ((Real.log_lt_iff_lt_exp hr).2 h2)
    rwa [Real.sinh_arsinh] at this
  refine ⟨2 / margin a (Real.log r), fun n => ?_⟩
  have hb := abs_fermiCoeff_le n (Real.log_pos h1).le h
  rwa [Real.exp_neg, Real.exp_log hr, inv_pow, ← div_eq_mul_inv] at hb

/-- For `s > 0` and `sinh s < a`, the sum of `c_n cos (n θ)` over the orders `N ≤ n < M` has modulus
at most `2 / margin a s * exp(-N s) / (1 - exp(-s))`, uniformly in `θ` and `M`. -/
theorem abs_sum_terms_le {a s : ℝ} (hs : 0 < s) (h : Real.sinh s < a) (N M : ℕ) (θ : ℝ) :
    |∑ n ∈ Finset.Ico N M, fermiCoeff a n * Real.cos (n * θ)|
      ≤ 2 / margin a s * (Real.exp (-s) ^ N / (1 - Real.exp (-s))) := by
  have hm := margin_pos hs.le h
  have hq : Real.exp (-s) < 1 := Real.exp_lt_one_iff.2 (by linarith)
  calc _ ≤ ∑ n ∈ Finset.Ico N M, |fermiCoeff a n * Real.cos (n * θ)| :=
        Finset.abs_sum_le_sum_abs _ _
    _ ≤ ∑ n ∈ Finset.Ico N M, 2 / margin a s * Real.exp (-s) ^ n := by
        refine Finset.sum_le_sum fun n _ => ?_
        rw [abs_mul]
        exact (mul_le_of_le_one_right (abs_nonneg _) (Real.abs_cos_le_one _)).trans
          (abs_fermiCoeff_le n hs.le h)
    _ = 2 / margin a s * ∑ n ∈ Finset.Ico N M, Real.exp (-s) ^ n := by
        rw [Finset.mul_sum]
    _ ≤ _ := mul_le_mul_of_nonneg_left
        (geom_sum_Ico_le_of_lt_one (Real.exp_pos _).le hq) (by positivity)

/-- For `a ≠ 0` the Fermi denominator vanishes at the complex angle `π/2 + i arsinh a`. -/
theorem denominator_zero_at_arsinh {a : ℝ} (ha : a ≠ 0) :
    1 + Complex.exp (π * Complex.cos (π / 2 + Real.arsinh a * Complex.I) / a) = 0 := by
  have ha' : (a : ℂ) ≠ 0 := by exact_mod_cast ha
  have e : (π : ℂ) * Complex.cos (π / 2 + Real.arsinh a * Complex.I) / a
      = -(π * Complex.I) := by
    rw [Complex.cos_add_mul_I, Complex.cos_pi_div_two, Complex.sin_pi_div_two,
      ← Complex.ofReal_sinh, Real.sinh_arsinh]
    field_simp
    ring
  rw [e, Complex.exp_neg, Complex.exp_pi_mul_I]
  norm_num

end

end FermiChebyshevDecay
```

```lean
#print axioms FermiChebyshevDecay.fermiCoeff_geometric_decay
#print axioms FermiChebyshevDecay.abs_sum_terms_le
#print axioms FermiChebyshevDecay.denominator_zero_at_arsinh
```

```
'FermiChebyshevDecay.fermiCoeff_geometric_decay' depends on axioms: [propext, Classical.choice, Quot.sound]
'FermiChebyshevDecay.abs_sum_terms_le' depends on axioms: [propext, Classical.choice, Quot.sound]
'FermiChebyshevDecay.denominator_zero_at_arsinh' depends on axioms: [propext, Classical.choice, Quot.sound]
```

## Definitions and proof steps in the code

`fermi` is the real occupation, `fermiC` its complex continuation, `fermiCoeff a n` is \(c_n\), `kernel a n` is \(F_n\), and `margin a s` is \(m_s\). The prefactor \(1/\pi\) over a full period fixes the convention in which the series starts with \(c_0/2\). The parameter `a` is simply a real number; its reading as \(\pi kT/h\) is physical input. Its positivity is not a separate hypothesis of the bounds, because `0 ≤ s` and `Real.sinh s < a` imply it.

`abs_fermiCoeff_le` is the explicit bound, with \(e^{-ns}\) written as `Real.exp (-s) ^ n`. In `fermiCoeff_geometric_decay` the order `∃ C : ℝ, ∀ n : ℕ` means that one constant, depending on \(a\) and \(r\), serves all \(n\). `abs_sum_terms_le` bounds the sum of \(c_n\cos n\theta\) over the orders \(N\le n<M\). When the order \(n=0\) is included, this sum contains \(c_0\) in full, whereas the expansion contains \(c_0/2\); the same bound holds with \(c_0/2\), since the proof bounds each term separately.

- `abs_cos_le_norm_one_add_exp` compares squares; `linear_combination` supplies the identity for \(|1+e^w|^2\).
- `margin_pos` and `margin_le_norm_denominator` carry out the strip estimate, the latter using the monotonicity of the cosine.
- `contour_shift` obtains differentiability from the nonzero denominator, applies Mathlib's Cauchy theorem for rectangles, and cancels the vertical sides through `hv`.
- `fermiCoeff_eq_re` takes the real part inside the integral, which is justified by continuity.
- `abs_fermiCoeff_le` combines these with the bound "maximum times length".
- `denominator_zero_at_arsinh` evaluates the denominator at the edge of the strip.

## What a code can take from the bound

The coefficient bound has an explicit constant and holds at every order, including \(n=0\). At \(s=0\) it reduces to \(|c_n|\le2\).

The chemical potential sits at the centre of the scaled interval. For any other position the poles move relative to the interval, and the admissible \(r\) has to be worked out again.

The theorems bound coefficients and finite blocks of terms. Reading the block bound as a truncation error also uses the convergence of the Chebyshev series to \(f\), a standard fact that the file does not prove. Nor does it show that \(\exp(\operatorname{arsinh}a)\) is the best possible rate: it locates a zero of the denominator and gives no lower bound on \(|c_n|\).

Quadrature error in the computed \(c_n\), rounding in the recursion for \(T_n(H)\), eigenvalues outside \([-1,1]\) and the sparsity of the matrices, on which linear scaling depends, all need their own analysis.
